# Shifting all eigenvalues of a Hermitian pair matrix equally and setting the negative ones to zero to reach a positive target trace never takes it further, in Frobenius norm, from a positive semidefinite matrix of that trace

## Pair matrices, distance and positive part

A pair matrix is a complex square matrix whose rows and columns are labelled by pairs of orbitals. $I$ is the identity, $\dagger$ the conjugate transpose (`ᴴ` in Lean), and "positive semidefinite" includes "Hermitian".

```lean
import Mathlib

open Matrix
open scoped ComplexOrder

namespace PairMatrixRepair

variable {n : Type*} [Fintype n] [DecidableEq n]
```

The finite type `n` is the set of pair labels. Nothing else about fermions enters.

```lean
/-- The Frobenius norm of a pair matrix: the root of the sum of the squared moduli of its
entries. -/
noncomputable def frobNorm (A : Matrix n n ℂ) : ℝ := √(∑ i, ∑ j, ‖A i j‖ ^ 2)
```

This is $\|A\|=\sqrt{\sum_{i,j}|A_{ij}|^2}$, without division by the matrix size.

```lean
/-- `X` is the positive part of `A`: both `X` and the remainder `X - A` are positive
semidefinite, and their product vanishes. -/
structure IsPositivePart (A X : Matrix n n ℂ) : Prop where
  psd : X.PosSemidef
  rest_psd : (X - A).PosSemidef
  orth : X * (X - A) = 0
```

`IsPositivePart A X` says that $X\ge0$, $X-A\ge0$ and $X(X-A)=0$. The fields `psd`, `rest_psd` and `orth` are these three conditions. For a number $a$ they give $\max(a,0)$.

## Traces and norms

```lean
/-- A Hermitian matrix is diagonalised by a unitary matrix, with real eigenvalues. -/
theorem diagonalize {A : Matrix n n ℂ} (hA : A.IsHermitian) :
    ∃ (U : Matrix n n ℂ) (l : n → ℝ), Uᴴ * U = 1 ∧ U * Uᴴ = 1 ∧
      A = U * diagonal (fun i => (l i : ℂ)) * Uᴴ := by
  refine ⟨hA.eigenvectorUnitary, hA.eigenvalues,
    mem_unitaryGroup_iff'.mp hA.eigenvectorUnitary.2,
    mem_unitaryGroup_iff.mp hA.eigenvectorUnitary.2, ?_⟩
  have h := hA.spectral_theorem
  rw [Unitary.conjStarAlgAut_apply] at h
  exact h
```

A Hermitian $A$ equals $U\,\mathrm{diag}(l_i)\,U^\dagger$ with $U$ unitary and $l_i$ real. This is Mathlib's spectral theorem in matrix form.

```lean
/-- The trace of the product of two positive semidefinite matrices has a non-negative
real part. -/
theorem re_trace_mul_nonneg {P Q : Matrix n n ℂ} (hP : P.PosSemidef) (hQ : Q.PosSemidef) :
    0 ≤ (trace (P * Q)).re := by
  obtain ⟨U, l, hU, -, hPU⟩ := diagonalize hP.isHermitian
  have hd : Uᴴ * P * U = diagonal (fun i => (l i : ℂ)) := by
    calc Uᴴ * P * U = (Uᴴ * U) * diagonal (fun i => (l i : ℂ)) * (Uᴴ * U) := by
          rw [hPU]; simp only [Matrix.mul_assoc]
      _ = _ := by rw [hU, Matrix.one_mul, Matrix.mul_one]
  -- the eigenvalues of `P` are non-negative
  have hl : ∀ i, 0 ≤ l i := by
    intro i
    have h := (hP.conjTranspose_mul_mul_same U).diag_nonneg (i := i)
    rw [hd, diagonal_apply_eq] at h
    exact_mod_cast h
  -- evaluate the trace in the eigenbasis of `P`
  have ht : trace (P * Q) = ∑ i, (l i : ℂ) * (Uᴴ * Q * U) i i := by
    calc trace (P * Q) = trace (U * (diagonal (fun i => (l i : ℂ)) * (Uᴴ * Q))) := by
          rw [hPU]; simp only [Matrix.mul_assoc]
      _ = trace (diagonal (fun i => (l i : ℂ)) * (Uᴴ * Q * U)) := by
          rw [trace_mul_comm]; simp only [Matrix.mul_assoc]
      _ = _ := by simp only [trace, diag_apply, diagonal_mul]
  rw [ht, Complex.re_sum]
  refine Finset.sum_nonneg fun i _ => ?_
  have h := (Complex.le_def.1 ((hQ.conjTranspose_mul_mul_same U).diag_nonneg (i := i))).1
  rw [Complex.re_ofReal_mul]
  exact mul_nonneg (hl i) h
```

For $P,Q\ge0$, write $P=U\,\mathrm{diag}(l_i)\,U^\dagger$. Then $l_i=(U^\dagger PU)_{ii}\ge0$ (`hl`), and cyclicity of the trace (`ht`) gives
$$\mathrm{tr}(PQ)=\sum_i l_i\,(U^\dagger QU)_{ii}\ge0 .$$

```lean
omit [DecidableEq n] in
/-- The squared Frobenius norm is the real part of the trace of `Aᴴ A`. -/
theorem frobNorm_sq (A : Matrix n n ℂ) : frobNorm A ^ 2 = (trace (Aᴴ * A)).re := by
  rw [frobNorm, Real.sq_sqrt (by positivity), Finset.sum_comm]
  simp only [trace, diag_apply, Matrix.mul_apply, conjTranspose_apply, Complex.re_sum]
  refine Finset.sum_congr rfl fun i _ => Finset.sum_congr rfl fun j _ => ?_
  rw [Complex.sq_norm, Complex.normSq_apply]
  simp [Complex.mul_re]
```

This is $\|A\|^2=\mathrm{Re}\,\mathrm{tr}(A^\dagger A)$.

```lean
omit [DecidableEq n] in
/-- Two matrices at Frobenius distance zero are equal. -/
theorem eq_of_frobNorm_sq_nonpos {A B : Matrix n n ℂ} (h : frobNorm (A - B) ^ 2 ≤ 0) :
    A = B := by
  rw [frobNorm, Real.sq_sqrt (by positivity)] at h
  ext i j
  have h1 : ‖(A - B) i j‖ ^ 2 ≤ ∑ j, ‖(A - B) i j‖ ^ 2 :=
    Finset.single_le_sum (f := fun j => ‖(A - B) i j‖ ^ 2)
      (fun _ _ => by positivity) (Finset.mem_univ j)
  have h2 : ∑ j, ‖(A - B) i j‖ ^ 2 ≤ ∑ i, ∑ j, ‖(A - B) i j‖ ^ 2 :=
    Finset.single_le_sum (f := fun i => ∑ j, ‖(A - B) i j‖ ^ 2)
      (fun _ _ => by positivity) (Finset.mem_univ i)
  have h3 : ‖(A - B) i j‖ = 0 :=
    pow_eq_zero_iff two_ne_zero |>.mp (le_antisymm (by linarith) (by positivity))
  exact sub_eq_zero.mp (norm_eq_zero.mp h3)
```

If a sum of squared moduli is at most zero, every entry of $A-B$ vanishes, so $A=B$.

## The positive part is at least as close to every positive semidefinite matrix

```lean
/-- If `X` is the positive part of `A` and `D` is positive semidefinite, the squared distance
from `A` to `D` is at least that from `A` to `X` plus that from `X` to `D`. -/
theorem positivePart_pythagoras {A X D : Matrix n n ℂ} (hX : IsPositivePart A X)
    (hD : D.PosSemidef) :
    frobNorm (A - X) ^ 2 + frobNorm (X - D) ^ 2 ≤ frobNorm (A - D) ^ 2 := by
  have hXh : Xᴴ = X := hX.psd.isHermitian
  have hDh : Dᴴ = D := hD.isHermitian
  have hA : Aᴴ = A := by
    have h : (X - A)ᴴ = X - A := hX.rest_psd.isHermitian
    rw [conjTranspose_sub, hXh] at h
    exact sub_right_inj.mp h
  have hpos := re_trace_mul_nonneg hD hX.rest_psd
  -- expand around `X`; the only surviving cross term is `2 tr D (X - A)`
  have e : (A - D) * (A - D) = (A - X) * (A - X) + (X - D) * (X - D)
      + (D * (X - A) + (X - A) * D) - (X * (X - A) + (X - A) * X) := by noncomm_ring
  simp only [frobNorm_sq, conjTranspose_sub, hA, hXh, hDh]
  rw [e, trace_sub, trace_add, trace_add, trace_add, trace_add, trace_mul_comm (X - A) D,
    trace_mul_comm (X - A) X, hX.orth, trace_zero]
  simp only [Complex.add_re, Complex.sub_re, Complex.zero_re]
  linarith
```

Put $R=X-A$. Since $X$ and $R$ are Hermitian, so is $A$. From $A-D=(X-D)-R$,
$$\|A-D\|^2=\|X-D\|^2+\|R\|^2-2\,\mathrm{Re}\,\mathrm{tr}(XR)+2\,\mathrm{Re}\,\mathrm{tr}(DR).$$
The third term is zero because $XR=0$, and the last is non-negative by the trace lemma. In Lean, `noncomm_ring` checks the expansion `e` and `linarith` collects the inequality.

```lean
/-- A matrix has at most one positive part. -/
theorem positivePart_unique {A X Y : Matrix n n ℂ} (hX : IsPositivePart A X)
    (hY : IsPositivePart A Y) : X = Y := by
  apply eq_of_frobNorm_sq_nonpos
  linarith [positivePart_pythagoras hX hY.psd, positivePart_pythagoras hY hX.psd,
    sq_nonneg (frobNorm (Y - X))]
```

If $X$ and $Y$ are both positive parts of $A$, use the inequality once with $D=Y$ and once with the roles exchanged. Adding the two leaves $2\|X-Y\|^2\le0$.

## Shifting the spectrum

```lean
/-- For Hermitian `W` there are real numbers `l i` such that, for every real `c`, `W - c I` has
a positive part, with trace the sum of `max (l i - c) 0`. -/
theorem exists_positivePart {W : Matrix n n ℂ} (hW : W.IsHermitian) :
    ∃ l : n → ℝ, ∀ c : ℝ, ∃ X, IsPositivePart (W - (c : ℂ) • 1) X ∧
      trace X = ((∑ i, max (l i - c) 0 : ℝ) : ℂ) := by
  obtain ⟨U, l, hU, hU', hWU⟩ := diagonalize hW
  have psd : ∀ d : n → ℝ, (∀ i, 0 ≤ d i) →
      (U * diagonal (fun i => (d i : ℂ)) * Uᴴ).PosSemidef := fun d hd =>
    (posSemidef_diagonal_iff.2 fun i => by exact_mod_cast hd i).mul_mul_conjTranspose_same U
  -- split the shifted eigenvalues into positive parts `p` and negative parts `m`
  have key : ∀ (c : ℝ) (p m : n → ℝ), (∀ i, 0 ≤ p i) → (∀ i, 0 ≤ m i) →
      (∀ i, p i * m i = 0) → (∀ i, p i - (l i - c) = m i) →
      IsPositivePart (W - (c : ℂ) • 1) (U * diagonal (fun i => (p i : ℂ)) * Uᴴ) := by
    intro c p m hp hm hpm hs
    have hd : diagonal (fun i => (m i : ℂ)) = diagonal (fun i => (p i : ℂ))
        - (diagonal (fun i => (l i : ℂ)) - (c : ℂ) • (1 : Matrix n n ℂ)) := by
      ext i j
      by_cases h : i = j
      · subst h
        simp [← hs i]
      · simp [h]
    have hN : U * diagonal (fun i => (p i : ℂ)) * Uᴴ - (W - (c : ℂ) • 1)
        = U * diagonal (fun i => (m i : ℂ)) * Uᴴ := by
      rw [hd, hWU]
      simp only [Matrix.mul_sub, Matrix.sub_mul, Matrix.mul_smul, Matrix.smul_mul,
        Matrix.mul_one, hU']
    have hz : (fun i => (p i : ℂ) * (m i : ℂ)) = fun _ => 0 :=
      funext fun i => by exact_mod_cast hpm i
    refine ⟨psd p hp, hN ▸ psd m hm, ?_⟩
    rw [hN]
    calc _ = U * diagonal (fun i => (p i : ℂ)) * (Uᴴ * U)
            * diagonal (fun i => (m i : ℂ)) * Uᴴ := by simp only [Matrix.mul_assoc]
      _ = U * (diagonal (fun i => (p i : ℂ)) * diagonal (fun i => (m i : ℂ))) * Uᴴ := by
          rw [hU, Matrix.mul_one]; simp only [Matrix.mul_assoc]
      _ = 0 := by rw [diagonal_mul_diagonal, hz, diagonal_zero, Matrix.mul_zero, Matrix.zero_mul]
  refine ⟨l, fun c => ⟨_, key c (fun i => max (l i - c) 0) (fun i => max (c - l i) 0)
    (fun _ => le_max_right _ _) (fun _ => le_max_right _ _) ?_ ?_, ?_⟩⟩
  · intro i
    rcases le_total (l i) c with h | h
    · simp [max_eq_right (sub_nonpos.2 h)]
    · simp [max_eq_right (sub_nonpos.2 h)]
  · intro i
    rcases le_total (l i) c with h | h
    · simp only [max_eq_right (sub_nonpos.2 h), max_eq_left (sub_nonneg.2 h)]; ring
    · simp only [max_eq_right (sub_nonpos.2 h), max_eq_left (sub_nonneg.2 h)]; ring
  · rw [trace_mul_comm, ← Matrix.mul_assoc, hU, Matrix.one_mul, trace_diagonal,
      Complex.ofReal_sum]
```

Diagonalise $W=U\,\mathrm{diag}(l_i)\,U^\dagger$ and set $p_i=\max(l_i-c,0)$, $m_i=\max(c-l_i,0)$. Then $p_im_i=0$ and $p_i-(l_i-c)=m_i$. Hence $X=U\,\mathrm{diag}(p_i)\,U^\dagger$ has remainder $X-(W-cI)=U\,\mathrm{diag}(m_i)\,U^\dagger$, and their product vanishes. This is `key`; the trace of $X$ is $\sum_i p_i$.

```lean
/-- If `X` is the positive part of `W - c I` and `D` is positive semidefinite with the trace of
`X`, the squared error of `W` against `D` is at least that of `X` plus the squared size of the
repair. -/
theorem repair_pythagoras {W X D : Matrix n n ℂ} {c : ℝ}
    (hX : IsPositivePart (W - (c : ℂ) • 1) X) (hD : D.PosSemidef) (htr : trace D = trace X) :
    frobNorm (W - X) ^ 2 + frobNorm (X - D) ^ 2 ≤ frobNorm (W - D) ^ 2 := by
  -- a shift changes the squared norm by an amount that depends on the trace alone
  have shift : ∀ B : Matrix n n ℂ, frobNorm (B - (c : ℂ) • 1) ^ 2
      = frobNorm B ^ 2 - 2 * c * (trace B).re + c ^ 2 * Fintype.card n := by
    intro B
    simp only [frobNorm_sq, conjTranspose_sub, conjTranspose_smul, conjTranspose_one,
      Matrix.sub_mul, Matrix.mul_sub, Matrix.smul_mul, Matrix.mul_smul, Matrix.one_mul,
      Matrix.mul_one, trace_sub, trace_smul, trace_conjTranspose, trace_one, smul_eq_mul,
      RCLike.star_def, Complex.conj_ofReal, Complex.sub_re, Complex.re_ofReal_mul,
      Complex.conj_re, Complex.natCast_re]
    ring
  have h := positivePart_pythagoras hX hD
  rw [sub_right_comm W _ X, sub_right_comm W _ D, shift, shift, trace_sub, trace_sub, htr] at h
  linarith
```

For any $B$ of size $|n|$, `shift` states
$$\|B-cI\|^2=\|B\|^2-2c\,\mathrm{Re}\,\mathrm{tr}B+c^2|n|.$$
Apply the earlier inequality to $A=W-cI$. The matrices $W-X$ and $W-D$ have equal traces, so the extra terms cancel:
$$\|W-X\|^2+\|X-D\|^2\le\|W-D\|^2 .$$

## One shift, and no larger error

```lean
/-- For a Hermitian pair matrix `W` of size at least one and `t > 0`, exactly one real shift `c`
gives `W - c I` a positive part `X` of trace `t`. This `X` is at least as close as `W`, in
Frobenius norm, to every positive semidefinite `D` of trace `t`. -/
theorem repair_never_increases_error [Nonempty n] {W : Matrix n n ℂ} (hW : W.IsHermitian)
    {t : ℝ} (ht : 0 < t) :
    (∃! c : ℝ, ∃ X, IsPositivePart (W - (c : ℂ) • 1) X ∧ trace X = (t : ℂ)) ∧
    ∀ (c : ℝ) (X : Matrix n n ℂ), IsPositivePart (W - (c : ℂ) • 1) X → trace X = (t : ℂ) →
      ∀ D : Matrix n n ℂ, D.PosSemidef → trace D = (t : ℂ) →
        frobNorm (X - D) ≤ frobNorm (W - D) := by
  constructor
  · obtain ⟨l, hl⟩ := exists_positivePart hW
    -- existence of the shift by the intermediate value theorem
    have hc : t ∈ Set.range (fun c : ℝ => ∑ i, max (l i - c) 0) := by
      apply mem_range_of_exists_le_of_exists_ge (by fun_prop)
      · refine ⟨∑ i, |l i|, le_trans (Finset.sum_nonpos fun i _ => ?_) ht.le⟩
        have h : |l i| ≤ ∑ i, |l i| :=
          Finset.single_le_sum (f := fun i => |l i|) (fun _ _ => abs_nonneg _)
            (Finset.mem_univ i)
        exact max_le (by linarith [le_abs_self (l i)]) le_rfl
      · obtain ⟨k⟩ := ‹Nonempty n›
        refine ⟨l k - t, ?_⟩
        have h : max (l k - (l k - t)) 0 ≤ ∑ i, max (l i - (l k - t)) 0 :=
          Finset.single_le_sum (f := fun i => max (l i - (l k - t)) 0)
            (fun _ _ => le_max_right _ _) (Finset.mem_univ k)
        linarith [le_max_left (l k - (l k - t)) 0]
    obtain ⟨c, hc⟩ := hc
    obtain ⟨X, hX, hXt⟩ := hl c
    have hXt' : trace X = (t : ℂ) := hXt.trans (congrArg Complex.ofReal hc)
    refine ⟨c, ⟨X, hX, hXt'⟩, ?_⟩
    rintro b ⟨Y, hY, hYt⟩
    -- both repaired matrices coincide, and then so do the shifts
    have hXY : X = Y := by
      apply eq_of_frobNorm_sq_nonpos
      linarith [repair_pythagoras hX hY.psd (hYt.trans hXt'.symm),
        repair_pythagoras hY hX.psd (hXt'.trans hYt.symm), sq_nonneg (frobNorm (Y - X))]
    subst hXY
    have e : ((b : ℂ) - c) • X
        = X * (X - (W - (b : ℂ) • 1)) - X * (X - (W - (c : ℂ) • 1)) := by
      simp only [Matrix.mul_sub, Matrix.mul_smul, Matrix.mul_one, sub_smul]
      abel
    rw [hX.orth, hY.orth, sub_zero] at e
    have h := congrArg trace e
    rw [trace_smul, hXt', trace_zero, smul_eq_mul] at h
    have h' : (b - c) * t = 0 := by exact_mod_cast h
    exact sub_eq_zero.mp ((mul_eq_zero.mp h').resolve_right ht.ne')
  · intro c X hX hXt D hD hDt
    have h := repair_pythagoras hX hD (hDt.trans hXt.symm)
    have hs : frobNorm (X - D) ^ 2 ≤ frobNorm (W - D) ^ 2 := by
      linarith [sq_nonneg (frobNorm (W - X))]
    exact (pow_le_pow_iff_left₀ (Real.sqrt_nonneg _) (Real.sqrt_nonneg _) two_ne_zero).mp hs

end PairMatrixRepair
```

The first half, with `∃!` for "exactly one", says that a single real $c$ gives $W-cI$ a positive part of trace $t$. The second says that this $X$ obeys $\|X-D\|\le\|W-D\|$ for every $D\ge0$ of trace $t$.

*Existence.* $f(c)=\sum_i\max(l_i-c,0)$ is continuous. It is at most $0$ at $c=\sum_i|l_i|$, and at least $t$ at $c=l_k-t$ for any label $k$. The intermediate value theorem gives $f(c)=t$.

*Uniqueness.* Let $b$ and $c$ both work, with positive parts $Y$ and $X$. Using the previous inequality in both directions gives $X=Y$. Subtracting the two orthogonality conditions leaves $(b-c)X=0$; its trace is $(b-c)t=0$, so $b=c$.

*Error.* Drop $\|W-X\|^2$ and take the root.

If $W$ is a noisy Hermitian estimate of a two-electron reduced density matrix, $D$ can be the exact matrix and $t$ its known trace, $N(N-1)/2$ for $N\ge2$ electrons, if the labels are pairs $i<j$ of spin orbitals and the elements are $\langle a_i^\dagger a_j^\dagger a_l a_k\rangle$ (row $ij$, column $kl$). The repair then does no harm in Frobenius norm, but it imposes only positivity and trace. For $N=2$ these two conditions already make $X$ the matrix of some mixed state; for $N\ge3$, $X$ need not be $N$-representable. The error of an energy computed from $X$ is a separate question.

## Three pair levels by hand

Take $W=\mathrm{diag}(0.9,\,0.4,\,-0.3)$ and $t=1$. With two levels kept, $1.3-2c=1$, so $c=0.15$ and $X=\mathrm{diag}(0.75,\,0.25,\,0)$. For $D=\mathrm{diag}(0.7,\,0.2,\,0.1)$ the squared error falls from $0.24$ to $0.015$. Since $\|W-X\|^2=0.135$, the stronger inequality reads $0.15\le0.24$.

The same $W$ shows that it is not enough for $D$ to be Hermitian with trace $t$. The choice $D=W$ has trace $1$ but a negative eigenvalue; $W$ then has error zero, and $X$ does not.

```lean
#print axioms PairMatrixRepair.positivePart_unique
#print axioms PairMatrixRepair.repair_never_increases_error
```

```
'PairMatrixRepair.positivePart_unique' depends on axioms: [propext, Classical.choice, Quot.sound]
'PairMatrixRepair.repair_never_increases_error' depends on axioms: [propext, Classical.choice, Quot.sound]
```
